# Every polynomial solution of Hermite's equation is $p(x^2)$ or $x\,p(x^2)$, with $p$ solving a Laguerre equation

A program that has a routine for the generalised Laguerre polynomials $L_n^{(\alpha)}$ can use it, with $\alpha = -\tfrac12$ for even states and $\alpha = \tfrac12$ for odd ones, to tabulate the states of a one-dimensional harmonic oscillator: with $x$ measured in units of the oscillator length, it evaluates the polynomial at $x^2$, multiplies by $x$ if the state is odd, attaches the Gaussian $e^{-x^2/2}$ and normalises the result. This step relies on a correspondence between two differential equations, which is derived here for polynomial solutions.

In units where $\hbar$, the particle's mass and the oscillator's angular frequency all equal 1, the oscillator equation is $-\tfrac12\psi'' + \tfrac12 x^2\psi = E\psi$. Writing $\psi(x) = q(x)\,e^{-x^2/2}$ gives

$$q'' - 2x\,q' + \mu\, q = 0, \qquad \mu = 2E - 1.$$

The question is which polynomials $q$ solve this equation for a given real $\mu$. The answer applies to a single particle in one dimension. Obtaining the full oscillator spectrum takes two further facts that are not proved here: every normalisable eigenfunction has a polynomial $q$, and a polynomial solution exists in every degree.

## The two equations as operators on polynomials

Polynomials are elements of `ℝ[X]`, with `X` the variable, `C` turning a real number into a constant polynomial, and `derivative` the formal derivative. An equation between polynomials means equality of all coefficients, which over the reals is the same as equality at every $x$.

```lean
import Mathlib

open Polynomial

namespace HermiteLaguerre

noncomputable section
```

The Laguerre expression, with real parameters $c$ and $\nu$, is

$$\mathcal L_{c,\nu}\,p = X p'' + (c - X)\,p' + \nu p .$$

In the textbook notation $L_n^{(\alpha)}$, the parameter is $c = \alpha + 1$, so $c = 1/2$ and $c = 3/2$ correspond to $\alpha = -1/2$ and $\alpha = 1/2$. The constant $\nu$ is any real number; it is not assumed to be an integer.

```lean
/-- The left-hand side `X p'' + (c - X) p' + ν p` of the Laguerre equation. -/
def laguerreOp (c ν : ℝ) (p : ℝ[X]) : ℝ[X] :=
  X * derivative (derivative p) + (C c - X) * derivative p + C ν * p
```

The Hermite expression is $\mathcal H_\mu\, q = q'' - 2Xq' + \mu q$. The symbol $\mathcal H_\mu$ denotes this operator, neither the Hamiltonian nor a Hermite polynomial.

```lean
/-- The left-hand side `q'' - 2 X q' + μ q` of the Hermite equation. -/
def hermiteOp (μ : ℝ) (q : ℝ[X]) : ℝ[X] :=
  derivative (derivative q) - 2 * X * derivative q + C μ * q
```

## Substituting $X^2$

The chain rule gives

$$\frac{d}{dX}\,p(X^2) = 2X\,p'(X^2).$$

In Lean, `p.comp (X ^ 2)` is $p(X^2)$. The proof computes the derivative of $X^2$ from the product rule and inserts it into Mathlib's chain rule.

```lean
/-- Chain rule for the quadratic substitution: the derivative of `p(X²)` is `2 X p'(X²)`. -/
theorem derivative_comp_sq (p : ℝ[X]) :
    derivative (p.comp (X ^ 2)) = 2 * X * (derivative p).comp (X ^ 2) := by
  have h : derivative (X ^ 2 : ℝ[X]) = 2 * X := by
    rw [pow_two, derivative_mul, derivative_X]
    ring
  rw [derivative_comp, h]
```

For $q = p(X^2)$, a second differentiation gives $q'' = 2p'(X^2) + 4X^2p''(X^2)$. Hence

$$\begin{aligned}
\mathcal H_{4\nu}\,q &= 4X^2p''(X^2) + 2p'(X^2) - 4X^2p'(X^2) + 4\nu\,p(X^2)\\
&= 4\left[X^2p''(X^2) + \left(\tfrac12 - X^2\right)p'(X^2) + \nu\,p(X^2)\right]
= 4\,(\mathcal L_{1/2,\nu}\,p)(X^2).
\end{aligned}$$

The `simp only` call carries out the differentiations and substitutions. What remains is the arithmetic $2\cdot\tfrac12 = 1$ for constant polynomials, supplied as `hc` to `linear_combination`.

```lean
/-- On an even polynomial `p(X²)` the Hermite operator with constant `4ν` is four times the
Laguerre operator with parameter `1/2`, evaluated at `X²`. -/
theorem hermiteOp_even (ν : ℝ) (p : ℝ[X]) :
    hermiteOp (4 * ν) (p.comp (X ^ 2)) = 4 * (laguerreOp (1 / 2) ν p).comp (X ^ 2) := by
  have hc : (2 : ℝ[X]) * C (1 / 2 : ℝ) = 1 := by
    rw [← map_ofNat (C : ℝ →+* ℝ[X]) 2, ← C_mul]
    norm_num
  have hν : (C (4 * ν) : ℝ[X]) = 4 * C ν := by
    simp only [map_mul, map_ofNat]
  unfold hermiteOp laguerreOp
  rw [hν]
  simp only [derivative_comp_sq, derivative_mul, derivative_X, derivative_ofNat,
    add_comp, sub_comp, mul_comp, X_comp, C_comp]
  linear_combination (-2 * (derivative p).comp (X ^ 2)) * hc
```

For $q = X\,p(X^2)$, the derivatives are

$$q' = p(X^2) + 2X^2p'(X^2), \qquad q'' = 6X\,p'(X^2) + 4X^3p''(X^2).$$

The term $-2X\,p(X^2)$ from $-2Xq'$ is cancelled by the extra $2$ in the Hermite constant:

$$\begin{aligned}
\mathcal H_{4\nu+2}\,q &= 4X^3p''(X^2) + 6X\,p'(X^2) - 4X^3p'(X^2) + 4\nu X\,p(X^2)\\
&= 4X\,(\mathcal L_{3/2,\nu}\,p)(X^2).
\end{aligned}$$

The Lean proof has the same structure as before, with $2\cdot\tfrac32 = 3$ as the remaining arithmetic.

```lean
/-- On an odd polynomial `X p(X²)` the Hermite operator with constant `4ν + 2` is `4 X` times the
Laguerre operator with parameter `3/2`, evaluated at `X²`. -/
theorem hermiteOp_odd (ν : ℝ) (p : ℝ[X]) :
    hermiteOp (4 * ν + 2) (X * p.comp (X ^ 2)) =
      4 * X * (laguerreOp (3 / 2) ν p).comp (X ^ 2) := by
  have hc : (2 : ℝ[X]) * C (3 / 2 : ℝ) = 3 := by
    rw [← map_ofNat (C : ℝ →+* ℝ[X]) 2, ← C_mul, ← map_ofNat (C : ℝ →+* ℝ[X]) 3]
    congr 1
    norm_num
  have hν : (C (4 * ν + 2) : ℝ[X]) = 4 * C ν + 2 := by
    simp only [map_add, map_mul, map_ofNat]
  unfold hermiteOp laguerreOp
  rw [hν]
  simp only [derivative_comp_sq, derivative_mul, derivative_add, derivative_X, derivative_one,
    derivative_ofNat, add_comp, sub_comp, mul_comp, X_comp, C_comp]
  linear_combination (-2 * X * (derivative p).comp (X ^ 2)) * hc
```

## Separating even and odd parts

Suppose $a(X^2) + X\,b(X^2) = 0$. Replacing $X$ by $-X$ gives $a(X^2) - X\,b(X^2) = 0$. The sum of the two relations is $2a(X^2) = 0$, and then $X\,b(X^2) = 0$, so $b(X^2) = 0$. The coefficients of $a(X^2)$ are those of $a$, moved to even powers, so $a = 0$; likewise $b = 0$.

In the proof, `inj` is this last observation, `h2` is the reflected relation and `h3` is the sum.

```lean
/-- An even part `a(X²)` and an odd part `X b(X²)` cancel only if both `a` and `b` vanish. -/
theorem parity_parts_eq_zero {a b : ℝ[X]}
    (h : a.comp (X ^ 2) + X * b.comp (X ^ 2) = 0) : a = 0 ∧ b = 0 := by
  have inj : ∀ p : ℝ[X], p.comp (X ^ 2) = 0 → p = 0 := by
    intro p hp
    rw [← expand_eq_comp_X_pow] at hp
    exact (expand_eq_zero (by norm_num)).mp hp
  -- reflect X to -X and add the two relations
  have h2 := congrArg (fun f : ℝ[X] => f.comp (-X)) h
  simp only [add_comp, mul_comp, X_comp, comp_assoc, pow_comp, zero_comp, neg_sq] at h2
  have h3 : (2 : ℝ[X]) * a.comp (X ^ 2) = 0 := by linear_combination h + h2
  have ha := (mul_eq_zero.mp h3).resolve_left two_ne_zero
  rw [ha, zero_add] at h
  exact ⟨inj a ha, inj b ((mul_eq_zero.mp h).resolve_left X_ne_zero)⟩
```

Conversely, any polynomial can be split by collecting its even and odd powers:

$$\sum_n r_n X^n = \sum_k r_{2k}\,(X^2)^k + X\sum_k r_{2k+1}\,(X^2)^k .$$

Lean proves this by induction: the property holds for each monomial, according to whether its exponent is $2k$ or $2k+1$, and it passes to sums.

```lean
/-- Every real polynomial is the sum of an even part `a(X²)` and an odd part `X b(X²)`. -/
theorem exists_parity_parts (q : ℝ[X]) :
    ∃ a b : ℝ[X], q = a.comp (X ^ 2) + X * b.comp (X ^ 2) := by
  induction q using Polynomial.induction_on' with
  | add p q hp hq =>
    obtain ⟨a, b, rfl⟩ := hp
    obtain ⟨a', b', rfl⟩ := hq
    refine ⟨a + a', b + b', ?_⟩
    simp only [add_comp]
    ring
  | monomial n r =>
    rw [← C_mul_X_pow_eq_monomial]
    rcases Nat.even_or_odd' n with ⟨k, rfl | rfl⟩
    · refine ⟨C r * X ^ k, 0, ?_⟩
      simp only [mul_comp, C_comp, pow_comp, X_comp, zero_comp]
      ring
    · refine ⟨0, C r * X ^ k, ?_⟩
      simp only [mul_comp, C_comp, pow_comp, X_comp, zero_comp]
      ring
```

## The Laguerre constant equals the degree

Let $p \neq 0$ have degree $m$ and leading coefficient $r_m$, and suppose $\mathcal L_{c,\nu}\,p = 0$. The terms $Xp''$ and $c\,p'$ have no $X^m$ contribution. The other two give

$$-m\,r_m + \nu\,r_m = 0, \qquad\text{so}\qquad \nu = m .$$

This holds for every real $c$. It is a condition that a nonzero polynomial solution must satisfy; the theorem does not construct a solution for each $m$.

The Lean proof groups the equation as $X(p'' - p') + c\,p' + \nu p = 0$ and reads off the coefficient of $X^m$. Multiplication by $X$ shifts coefficients by one place, so the case $m = 0$, where the first term contributes nothing, is treated separately from $m = n+1$.

```lean
/-- If a nonzero polynomial solves the Laguerre equation, the constant `ν` equals its degree. -/
theorem laguerre_quantization {c ν : ℝ} {p : ℝ[X]} (hp : p ≠ 0)
    (h : laguerreOp c ν p = 0) : ν = p.natDegree := by
  have hlead : p.coeff p.natDegree ≠ 0 := leadingCoeff_ne_zero.mpr hp
  have hd : (derivative p).coeff p.natDegree = 0 := by
    rw [coeff_derivative, coeff_eq_zero_of_natDegree_lt (Nat.lt_succ_self _), zero_mul]
  have e : X * (derivative (derivative p) - derivative p) + C c * derivative p + C ν * p = 0 := by
    unfold laguerreOp at h
    linear_combination h
  -- compare the coefficients of the highest power
  have e' := congrArg (fun f : ℝ[X] => f.coeff p.natDegree) e
  simp only [coeff_add, coeff_C_mul, coeff_zero] at e'
  generalize p.natDegree = m at hlead hd e' ⊢
  cases m with
  | zero =>
    rw [mul_coeff_zero, coeff_X_zero, hd] at e'
    have h0 : ν * p.coeff 0 = 0 := by linear_combination e'
    rw [Nat.cast_zero]
    exact (mul_eq_zero.mp h0).resolve_right hlead
  | succ n =>
    rw [coeff_X_mul, coeff_sub, coeff_derivative, hd, coeff_derivative] at e'
    have h0 : (ν - (n + 1)) * p.coeff (n + 1) = 0 := by linear_combination e'
    have h1 := (mul_eq_zero.mp h0).resolve_right hlead
    push_cast
    linarith
```

## Equivalence within each parity

The identity $\mathcal H_{4\nu}\,p(X^2) = 4\,(\mathcal L_{1/2,\nu}\,p)(X^2)$ shows at once that a Laguerre solution gives a Hermite solution. In the other direction, if the left side vanishes, then $(\mathcal L_{1/2,\nu}\,p)(X^2) = 0$, and so $\mathcal L_{1/2,\nu}\,p = 0$. The proof obtains this last implication from the parity lemma with $b = 0$.

```lean
/-- The even polynomial `p(X²)` solves the Hermite equation with constant `4ν` exactly when `p`
solves the Laguerre equation with parameter `1/2` and constant `ν`. -/
theorem hermite_even_iff (ν : ℝ) (p : ℝ[X]) :
    hermiteOp (4 * ν) (p.comp (X ^ 2)) = 0 ↔ laguerreOp (1 / 2) ν p = 0 := by
  rw [hermiteOp_even]
  constructor
  · intro h
    have hne : (4 : ℝ[X]) ≠ 0 := by
      rw [← map_ofNat (C : ℝ →+* ℝ[X]) 4]
      exact C_ne_zero.mpr (by norm_num)
    have h1 := (mul_eq_zero.mp h).resolve_left hne
    exact (parity_parts_eq_zero (b := 0) (by rw [h1, zero_comp, mul_zero, add_zero])).1
  · intro h
    rw [h, zero_comp, mul_zero]
```

For the odd family the factor to remove is $4X$, which is a nonzero polynomial, and a product of polynomials vanishes only if one factor does. Therefore

$$\mathcal H_{4\nu+2}\big(X\,p(X^2)\big) = 0 \iff \mathcal L_{3/2,\nu}\,p = 0 .$$

```lean
/-- The odd polynomial `X p(X²)` solves the Hermite equation with constant `4ν + 2` exactly when
`p` solves the Laguerre equation with parameter `3/2` and constant `ν`. -/
theorem hermite_odd_iff (ν : ℝ) (p : ℝ[X]) :
    hermiteOp (4 * ν + 2) (X * p.comp (X ^ 2)) = 0 ↔ laguerreOp (3 / 2) ν p = 0 := by
  rw [hermiteOp_odd]
  constructor
  · intro h
    have hne : (4 : ℝ[X]) ≠ 0 := by
      rw [← map_ofNat (C : ℝ →+* ℝ[X]) 4]
      exact C_ne_zero.mpr (by norm_num)
    have h1 := (mul_eq_zero.mp h).resolve_left (mul_ne_zero hne X_ne_zero)
    exact (parity_parts_eq_zero (b := 0) (by rw [h1, zero_comp, mul_zero, add_zero])).1
  · intro h
    rw [h, zero_comp, mul_zero]
```

## No polynomial solution mixes the parities

Now let $q$ be any polynomial with $\mathcal H_\mu\,q = 0$, and write $q = a(X^2) + X\,b(X^2)$. The operator is linear, so the two identities, with $\nu = \mu/4$ for the even part and $\nu = (\mu-2)/4$ for the odd part, give

$$0 = 4\left[(\mathcal L_{1/2,\,\mu/4}\,a)(X^2) + X\,(\mathcal L_{3/2,\,(\mu-2)/4}\,b)(X^2)\right].$$

By the parity lemma, $a$ and $b$ each solve their own Laguerre equation. If both were nonzero, the degree condition would give $\mu/4 = \deg a$ and $(\mu-2)/4 = \deg b$, hence

$$4\deg a = 4\deg b + 2 ,$$

which is impossible for whole numbers, since the two sides leave different remainders on division by 4. So at least one part vanishes, and $q$ is purely even or purely odd.

The theorem `hermite_solutions_iff` states this as an equivalence for every real $\mu$: $q$ solves Hermite's equation if and only if $q = p(X^2)$ with $\mathcal L_{1/2,\,\mu/4}\,p = 0$ for some $p$, or $q = X\,p(X^2)$ with $\mathcal L_{3/2,\,(\mu-2)/4}\,p = 0$ for some $p$. The zero polynomial satisfies both alternatives with $p = 0$.

In the Lean proof, `hadd` is the linearity, the two `by_cases` lines deal with a vanishing part, and `omega` refutes the equation between degrees. The converse direction applies the two equivalences already proved.

```lean
/-- A polynomial solves the Hermite equation with constant `μ` exactly when it is `p(X²)` or
`X p(X²)`, where `p` solves the Laguerre equation with parameter `1/2` and constant `μ/4`, or
with parameter `3/2` and constant `(μ - 2)/4`, respectively. -/
theorem hermite_solutions_iff (μ : ℝ) (q : ℝ[X]) :
    hermiteOp μ q = 0 ↔
      (∃ p, q = p.comp (X ^ 2) ∧ laguerreOp (1 / 2) (μ / 4) p = 0) ∨
      (∃ p, q = X * p.comp (X ^ 2) ∧ laguerreOp (3 / 2) ((μ - 2) / 4) p = 0) := by
  have hμ : 4 * (μ / 4) = μ := by ring
  have hμ' : 4 * ((μ - 2) / 4) + 2 = μ := by ring
  constructor
  · intro h
    obtain ⟨a, b, rfl⟩ := exists_parity_parts q
    have ea := hermiteOp_even (μ / 4) a
    have eb := hermiteOp_odd ((μ - 2) / 4) b
    rw [hμ] at ea
    rw [hμ'] at eb
    have hadd : hermiteOp μ (a.comp (X ^ 2) + X * b.comp (X ^ 2)) =
        hermiteOp μ (a.comp (X ^ 2)) + hermiteOp μ (X * b.comp (X ^ 2)) := by
      unfold hermiteOp
      simp only [derivative_add]
      ring
    rw [hadd, ea, eb] at h
    -- the even and odd parts solve their Laguerre equations separately
    have h4 : (4 : ℝ[X]) * ((laguerreOp (1 / 2) (μ / 4) a).comp (X ^ 2) +
        X * (laguerreOp (3 / 2) ((μ - 2) / 4) b).comp (X ^ 2)) = 0 := by
      linear_combination h
    have hne : (4 : ℝ[X]) ≠ 0 := by
      rw [← map_ofNat (C : ℝ →+* ℝ[X]) 4]
      exact C_ne_zero.mpr (by norm_num)
    obtain ⟨ha, hb⟩ := parity_parts_eq_zero ((mul_eq_zero.mp h4).resolve_left hne)
    by_cases ha0 : a = 0
    · exact Or.inr ⟨b, by rw [ha0, zero_comp, zero_add], hb⟩
    by_cases hb0 : b = 0
    · exact Or.inl ⟨a, by rw [hb0, zero_comp, mul_zero, add_zero], ha⟩
    -- both parts nonzero would make μ/4 and (μ - 2)/4 natural numbers
    have qa := laguerre_quantization ha0 ha
    have qb := laguerre_quantization hb0 hb
    have hr : (4 : ℝ) * a.natDegree = 4 * b.natDegree + 2 := by linarith
    have hn : 4 * a.natDegree = 4 * b.natDegree + 2 := by exact_mod_cast hr
    omega
  · rintro (⟨p, rfl, hp⟩ | ⟨p, rfl, hp⟩)
    · have h := (hermite_even_iff (μ / 4) p).mpr hp
      rwa [hμ] at h
    · have h := (hermite_odd_iff ((μ - 2) / 4) p).mpr hp
      rwa [hμ'] at h

end

end HermiteLaguerre
```

```lean
#print axioms HermiteLaguerre.hermite_solutions_iff
```

```
'HermiteLaguerre.hermite_solutions_iff' depends on axioms: [propext, Classical.choice, Quot.sound]
```

## Reading the result for the oscillator

For a nonzero $q$, the degree condition turns the two alternatives into $\mu = 4\deg p$ with $\deg q = 2\deg p$, or $\mu = 4\deg p + 2$ with $\deg q = 2\deg p + 1$. In both cases $\mu = 2\deg q$, and so $E = \deg q + \tfrac12$ for a state of the form polynomial times Gaussian; this short deduction combines the theorems and has no Lean statement of its own.

The equations are linear and leave the overall factor of $q$ free. A program that needs Hermite polynomials in a particular convention must therefore fix the prefactor, including its sign, separately. For normalised states only the magnitude of the prefactor is determined; the overall sign is a matter of convention and does not change the physical state.
